# For a non-negative step, the Taylor error of the Boys function is at most the first omitted term

The Boys function is taken here as its defining integral,

\[
F_m(T)=\int_0^1 t^{2m}e^{-Tt^2}\,dt ,
\]

with a natural number \(m\) as its order and a real number \(T\) as its argument. It could also be defined by its power series or through the incomplete gamma function. With the integral as the definition, the power series becomes a statement to be proved, and the error bound concerns the quantity that appears in molecular integrals over Gaussian functions. There \(T\) is an exponent times a squared distance, hence non-negative.

## The bound and its derivation

For \(T\ge 0\) and natural numbers \(m,n\), the claim is

\[
\left|F_m(T)-\sum_{k<n}\frac{(-T)^k}{k!\,(2m+2k+1)}\right|\le\frac{T^n}{n!\,(2m+2n+1)} .
\]

This is the case of grid point zero in a more general bound. Let \(T\) now be any real grid point and \(d\ge 0\) a step away from it, and set

\[
S_n=\sum_{k<n}\frac{(-d)^k}{k!}F_{m+k}(T),\qquad a_n=\frac{d^n}{n!}F_{m+n}(T).
\]

Then \(|F_m(T+d)-S_n|\le a_n\). The number \(n\) counts the terms kept, so \(a_n\) is the size of the first term left out.

**The exponential.** Write \(p_n(x)=\sum_{k<n}(-x)^k/k!\) and \(r_n(x)=(-1)^n\bigl(e^{-x}-p_n(x)\bigr)\). We show \(r_n(x)\ge 0\) for \(x\ge 0\) by induction on \(n\). For \(n=0\) the sum is empty and \(r_0(x)=e^{-x}>0\). Differentiating term by term gives \(p_{n+1}'=-p_n\), and therefore

\[
r_{n+1}'(x)=(-1)^{n+1}\bigl(-e^{-x}+p_n(x)\bigr)=r_n(x).
\]

Since \(p_{n+1}(0)=1\), we also have \(r_{n+1}(0)=0\). A function that starts at zero and has a non-negative derivative on \([0,\infty)\) is non-negative there.

**The integral.** The exponential factorises as \(e^{-(T+d)t^2}=e^{-Tt^2}e^{-dt^2}\), and \((-d)^k t^{2(m+k)}=t^{2m}(-dt^2)^k\). Collecting both under one integral gives

\[
R_n:=(-1)^n\bigl(F_m(T+d)-S_n\bigr)=\int_0^1 t^{2m}e^{-Tt^2}\,r_n(dt^2)\,dt\ \ge 0 ,
\]

because the weight is non-negative and \(dt^2\ge 0\).

**Two neighbouring remainders.** Since \(S_{n+1}=S_n+(-1)^n a_n\),

\[
R_{n+1}=(-1)^{n+1}\bigl(F_m(T+d)-S_n\bigr)+a_n=a_n-R_n .
\]

Both \(R_n\) and \(R_{n+1}\) are non-negative, so \(0\le R_n\le a_n\). As \(R_n\ge0\), it equals \(|F_m(T+d)-S_n|\), which proves the bound. Applying the upper bound to \(R_{n+1}\) also gives \(R_n=a_n-R_{n+1}\ge a_n-a_{n+1}\).

**The origin.** At grid point zero, \(F_m(0)=\int_0^1t^{2m}dt=1/(2m+1)\). Inserting this for the orders \(m+k\) and \(m+n\), and renaming the step \(d\) as \(T\), gives the claim.

Integral programs can evaluate \(F_m\) by such an expansion from tabulated values, and the bound then gives a number of terms that suffices for a given tolerance, provided that the step is non-negative and that table errors and rounding are accounted for separately. The sign of the step matters. For \(d<0\) all terms of the expansion are positive, so the error exceeds the first omitted term and the inequality fails. A table lookup that rounds to the nearest grid point produces steps of both signs, whereas one that rounds down stays within the hypothesis.

## The integral and its Taylor sum in Lean

The development rests on Mathlib's real exponential and its integral over an interval.

```lean
import Mathlib

open Finset Filter

namespace BoysTaylorRemainder

noncomputable section
```

In `boys m T` the order has type `ℕ` and the argument type `ℝ`. Half-integer orders are thus excluded, while negative arguments are allowed.

```lean
/-- The Boys function `F_m(T)`, the integral of `t^(2m) exp(-T t²)` over `[0,1]`. -/
def boys (m : ℕ) (T : ℝ) : ℝ :=
  ∫ t in (0 : ℝ)..1, t ^ (2 * m) * Real.exp (-T * t ^ 2)
```

The sum \(S_n\) is `boysTaylor m n T d`. The index set `range n` consists of \(0,\dots,n-1\), so `n = 0` gives the empty sum. The coefficients are written directly as Boys functions of higher order. They are the Taylor coefficients because \(F_m'=-F_{m+1}\), which follows by differentiating under the integral; the proofs never need this identity.

```lean
/-- The `n`-term Taylor sum for `F_m(T + d)` built from the Boys functions of
higher order at the grid point `T`. -/
def boysTaylor (m n : ℕ) (T d : ℝ) : ℝ :=
  ∑ k ∈ range n, (-d) ^ k / (k.factorial : ℝ) * boys (m + k) T
```

## The sign of the exponential remainder

The first lemma is \(p_{n+1}'=-p_n\). `HasDerivAt f f' x` says that `f` is differentiable at `x` with derivative `f'`. The induction starts from the constant polynomial \(p_1=1\). Its step splits off the last term, \((-x)^{n+1}/(n+1)!\), whose derivative is \(-(-x)^n/n!\), and the closing algebra cancels the factor \(n+1\) against the factorial.

```lean
/-- Differentiating the Taylor polynomial of `exp(-x)` with `n + 1` terms gives minus the
polynomial with `n` terms. -/
theorem hasDerivAt_expSum (n : ℕ) (x : ℝ) :
    HasDerivAt (fun y : ℝ => ∑ k ∈ range (n + 1), (-y) ^ k / (k.factorial : ℝ))
      (-∑ k ∈ range n, (-x) ^ k / (k.factorial : ℝ)) x := by
  induction n with
  | zero => simpa using hasDerivAt_const x (1 : ℝ)
  | succ n ih =>
    have h := ih.fun_add (((hasDerivAt_id' x).fun_neg.fun_pow (n + 1)).div_const
      ((n + 1).factorial : ℝ))
    have e : (fun y : ℝ => ∑ k ∈ range (n + 1 + 1), (-y) ^ k / (k.factorial : ℝ)) =
        fun y => ∑ k ∈ range (n + 1), (-y) ^ k / (k.factorial : ℝ)
          + (-y) ^ (n + 1) / ((n + 1).factorial : ℝ) :=
      funext fun y => Finset.sum_range_succ _ _
    rw [e]
    refine h.congr_deriv ?_
    have hf : (n.factorial : ℝ) ≠ 0 := by positivity
    have hn : (n : ℝ) + 1 ≠ 0 := by positivity
    rw [Finset.sum_range_succ, Nat.factorial_succ, Nat.add_sub_cancel]
    push_cast
    field_simp
    ring
```

The next theorem is \(r_n(x)\ge0\). The induction is stated with `generalizing x` because the step uses the sign of the previous remainder at other points of the half-line too, and not only at the endpoint \(x\). Inside the step, `hd` is the relation \(r_{n+1}'=r_n\), `hmono` turns the sign of the derivative into monotonicity on \([0,\infty)\), and `z` is the value \(r_{n+1}(0)=0\). The last line chains \(0=r_{n+1}(0)\le r_{n+1}(x)\).

```lean
/-- For `x ≥ 0` the remainder of `exp(-x)` after `n` Taylor terms has the sign `(-1)^n`
or vanishes. -/
theorem exp_remainder_nonneg (n : ℕ) (x : ℝ) (hx : 0 ≤ x) :
    0 ≤ (-1) ^ n * (Real.exp (-x) - ∑ k ∈ range n, (-x) ^ k / (k.factorial : ℝ)) := by
  induction n generalizing x with
  | zero => simpa using Real.exp_nonneg (-x)
  | succ n ih =>
    -- each signed remainder is an antiderivative of the previous one
    have hd : ∀ y : ℝ, HasDerivAt
        (fun y : ℝ => (-1) ^ (n + 1) *
          (Real.exp (-y) - ∑ k ∈ range (n + 1), (-y) ^ k / (k.factorial : ℝ)))
        ((-1) ^ n * (Real.exp (-y) - ∑ k ∈ range n, (-y) ^ k / (k.factorial : ℝ))) y := by
      intro y
      have h1 := (hasDerivAt_id' y).fun_neg.exp
      exact ((h1.fun_sub (hasDerivAt_expSum n y)).const_mul ((-1) ^ (n + 1))).congr_deriv
        (by ring)
    have hmono := monotoneOn_of_deriv_nonneg (convex_Ici (0 : ℝ))
      (fun y _ => (hd y).continuousAt.continuousWithinAt)
      (fun y _ => (hd y).differentiableAt.differentiableWithinAt)
      (fun y hy => by rw [(hd y).deriv]; exact ih y (interior_subset hy))
    have h0 := hmono (Set.mem_Ici.2 le_rfl) (Set.mem_Ici.2 hx) hx
    -- and it vanishes at the origin
    have z : (-1 : ℝ) ^ (n + 1) * (Real.exp (-0) -
        ∑ k ∈ range (n + 1), (-0 : ℝ) ^ k / (k.factorial : ℝ)) = 0 := by
      simp [Finset.sum_range_succ']
    exact z.symm.le.trans h0
```

## From the exponential to the Boys function

The integral formula for the remainder holds for every real `T` and `d`, since no sign has been used yet. The auxiliary statement `hs` moves the finite sum under the integral. The two integrals are then subtracted, and `integral_congr` reduces the claim to an identity between integrands at fixed \(t\). That identity is the factorisation of the exponential, `he`, together with the regrouping of powers of \(t\). Splitting an integral into a difference requires both parts to be integrable, which follows here from continuity.

```lean
/-- The Taylor remainder of the Boys function is the remainder of the exponential at `d t²`,
integrated with the weight `t^(2m) exp(-T t²)`. -/
theorem boys_remainder_eq_integral (m n : ℕ) (T d : ℝ) :
    boys m (T + d) - boysTaylor m n T d =
      ∫ t in (0 : ℝ)..1, t ^ (2 * m) * Real.exp (-T * t ^ 2) *
        (Real.exp (-(d * t ^ 2)) -
          ∑ k ∈ range n, (-(d * t ^ 2)) ^ k / (k.factorial : ℝ)) := by
  have hs : boysTaylor m n T d = ∫ t in (0 : ℝ)..1, ∑ k ∈ range n,
      (-d) ^ k / (k.factorial : ℝ) * (t ^ (2 * (m + k)) * Real.exp (-T * t ^ 2)) := by
    rw [intervalIntegral.integral_finsetSum]
    · simp only [intervalIntegral.integral_const_mul, boysTaylor, boys]
    · intro k _
      exact Continuous.intervalIntegrable (by fun_prop) _ _
  rw [hs, boys, ← intervalIntegral.integral_sub]
  · apply intervalIntegral.integral_congr
    intro t _
    dsimp only
    have he : Real.exp (-(T + d) * t ^ 2) =
        Real.exp (-T * t ^ 2) * Real.exp (-(d * t ^ 2)) := by
      rw [← Real.exp_add]
      congr 1
      ring
    rw [he, mul_sub, Finset.mul_sum]
    congr 1
    · ring
    · refine Finset.sum_congr rfl fun k _ => ?_
      rw [show -(d * t ^ 2) = -d * t ^ 2 by ring, mul_pow]
      ring
  · exact Continuous.intervalIntegrable (by fun_prop) _ _
  · exact Continuous.intervalIntegrable (by fun_prop) _ _
```

With \(d\ge0\) the sign carries over. The factor \((-1)^n\) is taken under the integral, and the integrand becomes the weight `hw` times the signed exponential remainder `h`, both non-negative. In terms of the sums, \(S_n\) lies at or below \(F_m(T+d)\) for even \(n\) and at or above it for odd \(n\), so two successive sums enclose the exact value.

```lean
/-- For a step `d ≥ 0` the Taylor sums with an even number of terms do not exceed
`F_m(T + d)`, and those with an odd number of terms are not below it. -/
theorem boys_remainder_nonneg (m n : ℕ) (T : ℝ) {d : ℝ} (hd : 0 ≤ d) :
    0 ≤ (-1) ^ n * (boys m (T + d) - boysTaylor m n T d) := by
  rw [boys_remainder_eq_integral, ← intervalIntegral.integral_const_mul]
  refine intervalIntegral.integral_nonneg zero_le_one fun t ht => ?_
  have h := exp_remainder_nonneg n (d * t ^ 2) (by positivity)
  have hw : 0 ≤ t ^ (2 * m) * Real.exp (-T * t ^ 2) :=
    mul_nonneg (pow_nonneg ht.1 _) (Real.exp_nonneg _)
  rw [mul_left_comm]
  exact mul_nonneg hw h
```

## Upper and lower bounds on the error

The relation \(R_{n+1}=a_n-R_n\) is pure algebra and again needs no sign condition. Its only ingredient besides splitting the sum is \((-1)^n(-d)^n=d^n\), recorded as `h`.

```lean
/-- The signed remainders after `n` and `n + 1` terms add up to `d^n / n! * F_{m+n}(T)`, which for
`d ≥ 0` is the size of the term between them. -/
theorem boys_remainder_succ (m n : ℕ) (T d : ℝ) :
    (-1) ^ (n + 1) * (boys m (T + d) - boysTaylor m (n + 1) T d) =
      d ^ n / (n.factorial : ℝ) * boys (m + n) T
        - (-1) ^ n * (boys m (T + d) - boysTaylor m n T d) := by
  have h : (-1 : ℝ) ^ n * (-d) ^ n = d ^ n := by
    rw [← mul_pow, neg_one_mul, neg_neg]
  unfold boysTaylor
  rw [Finset.sum_range_succ]
  linear_combination (boys (m + n) T / (n.factorial : ℝ)) * h
```

The grid bound follows. `h0` is \(R_n\ge0\), and `h1` is \(R_{n+1}\ge0\), rewritten as \(a_n-R_n\ge0\). The statement `ha` identifies the absolute error with \(R_n\), after which `linarith` finishes. The hypothesis `hd` restricts the step, while the grid point `T` may be any real number.

```lean
/-- Expansion about a grid point `T`: for a step `d ≥ 0` the error of the `n`-term Taylor sum
is at most the size of the first omitted term. -/
theorem boys_grid_error_le (m n : ℕ) (T : ℝ) {d : ℝ} (hd : 0 ≤ d) :
    |boys m (T + d) - boysTaylor m n T d| ≤
      d ^ n / (n.factorial : ℝ) * boys (m + n) T := by
  have h0 := boys_remainder_nonneg m n T hd
  have h1 := boys_remainder_nonneg m (n + 1) T hd
  rw [boys_remainder_succ] at h1
  have ha : |boys m (T + d) - boysTaylor m n T d| =
      (-1) ^ n * (boys m (T + d) - boysTaylor m n T d) := by
    rw [← abs_of_nonneg h0, abs_mul, abs_pow, abs_neg, abs_one, one_pow, one_mul]
  rw [ha]
  linarith
```

The lower bound \(a_n-a_{n+1}\) is obtained from \(R_{n+2}\ge0\) by applying the same relation twice, which gives \(a_{n+1}-a_n+R_n\ge0\). For small positive \(d\) the ratio \(a_{n+1}/a_n\) is small, so the error is close to \(a_n\) and the upper bound is nearly attained. When \(a_{n+1}\ge a_n\), the lower bound is zero or negative and carries no information.

```lean
/-- For a step `d ≥ 0` the error of the `n`-term Taylor sum is at least the size of the first
omitted term minus that of the next one. -/
theorem le_boys_grid_error (m n : ℕ) (T : ℝ) {d : ℝ} (hd : 0 ≤ d) :
    d ^ n / (n.factorial : ℝ) * boys (m + n) T
      - d ^ (n + 1) / ((n + 1).factorial : ℝ) * boys (m + (n + 1)) T ≤
      |boys m (T + d) - boysTaylor m n T d| := by
  have h2 := boys_remainder_nonneg m (n + 1 + 1) T hd
  rw [boys_remainder_succ, boys_remainder_succ] at h2
  have ha := le_abs_self ((-1) ^ n * (boys m (T + d) - boysTaylor m n T d))
  rw [abs_mul, abs_pow, abs_neg, abs_one, one_pow, one_mul] at ha
  linarith
```

## The power series at the origin

The value at zero is the integral of a monomial.

```lean
/-- At the origin the Boys function is `F_m(0) = 1/(2m+1)`. -/
theorem boys_zero (m : ℕ) : boys m 0 = 1 / (2 * (m : ℝ) + 1) := by
  simp [boys, integral_pow]
```

The bound stated at the outset is `boys_taylor_error_le`. Its proof applies the grid bound with grid point `0` and step `T`, so the hypothesis `hT : 0 ≤ T` takes the place of `hd`. The statement `hc` replaces each \(F_{m+k}(0)\) by \(1/(2m+2k+1)\), in the sum and in the bound alike. For `n = 0` the theorem reads \(|F_m(T)|\le 1/(2m+1)\), and for `T = 0` with `n ≥ 1` both sides vanish.

```lean
/-- Taylor remainder at the origin: for `T ≥ 0` the `n`-term power series of `F_m(T)` is in
error by at most `T^n / (n! (2m+2n+1))`. -/
theorem boys_taylor_error_le (m n : ℕ) {T : ℝ} (hT : 0 ≤ T) :
    |boys m T - ∑ k ∈ range n, (-T) ^ k / ((k.factorial : ℝ) * (2 * m + 2 * k + 1))| ≤
      T ^ n / ((n.factorial : ℝ) * (2 * m + 2 * n + 1)) := by
  -- the coefficients at the grid point 0 are explicit
  have hc : ∀ (a : ℝ) (k : ℕ), a / (k.factorial : ℝ) * boys (m + k) 0 =
      a / ((k.factorial : ℝ) * (2 * m + 2 * k + 1)) := by
    intro a k
    have e : 2 * ((m + k : ℕ) : ℝ) + 1 = 2 * m + 2 * k + 1 := by
      push_cast
      ring
    rw [boys_zero, e, div_mul_div_comm, mul_one]
  have h := boys_grid_error_le m n 0 hT
  simp only [boysTaylor, hc, zero_add] at h
  exact h
```

Convergence of the series follows for each fixed \(T\ge0\). Since \(2m+2n+1\ge1\), the error is at most \(T^n/n!\), which tends to zero as \(n\) grows; `squeeze_zero` transfers this limit to the distance between partial sum and integral. The theorem gives convergence at each argument, but not economy: \(T^n/n!\) increases with \(n\) as long as \(n+1<T\), so for a large argument this bound becomes small only after many terms. Expanding about a nearby grid point below the argument makes the step small, and the grid bound then falls quickly with \(n\).

```lean
/-- For every `T ≥ 0` the partial sums of the power series converge to `F_m(T)`. -/
theorem boys_series_tendsto (m : ℕ) {T : ℝ} (hT : 0 ≤ T) :
    Tendsto (fun n : ℕ =>
      ∑ k ∈ range n, (-T) ^ k / ((k.factorial : ℝ) * (2 * m + 2 * k + 1)))
      atTop (nhds (boys m T)) := by
  rw [tendsto_iff_dist_tendsto_zero]
  refine squeeze_zero (fun _ => dist_nonneg) (fun n => ?_)
    (FloorSemiring.tendsto_pow_div_factorial_atTop T)
  rw [dist_comm, Real.dist_eq]
  refine (boys_taylor_error_le m n hT).trans ?_
  have hm : (0 : ℝ) ≤ m := Nat.cast_nonneg m
  have hn : (0 : ℝ) ≤ n := Nat.cast_nonneg n
  exact div_le_div_of_nonneg_left (by positivity) (by positivity)
    (le_mul_of_one_le_right (by positivity) (by linarith))

end

end BoysTaylorRemainder
```

```lean
#print axioms BoysTaylorRemainder.boys_grid_error_le
#print axioms BoysTaylorRemainder.le_boys_grid_error
#print axioms BoysTaylorRemainder.boys_series_tendsto
```

```
'BoysTaylorRemainder.boys_grid_error_le' depends on axioms: [propext, Classical.choice, Quot.sound]
'BoysTaylorRemainder.le_boys_grid_error' depends on axioms: [propext, Classical.choice, Quot.sound]
'BoysTaylorRemainder.boys_series_tendsto' depends on axioms: [propext, Classical.choice, Quot.sound]
```
